# Symmetric orthogonalisation of an invertible matrix gives a closest unitary in operator norm, not always the only one

Q: In an electronic-structure calculation I start from overlapping orbitals, compute their overlap matrix \(S\), and multiply the orbital coefficients by \(S^{-1/2}\) to get an orthonormal set. The new orbitals are supposed to stay as near as possible to the old ones. Near in what sense?

A: Write the orbitals as the columns of a square complex matrix \(A\), using an orthonormal basis of the space they span. Then \(S=A^\dagger A\). With \(R=S^{1/2}\), your step replaces \(A\) by \(W=AR^{-1}\). A superposition with coefficients \(c\) is the vector \(Ac\) before the step and \(Wc\) after it. The operator norm \(\|A-W\|\) is the smallest constant \(\kappa\ge 0\) with \(|(A-W)c|\le\kappa|c|\) for all \(c\), so it bounds how far any superposition with \(|c|=1\) moves when its coefficients are kept. Such a superposition is normalised after the step, but need not be before it. For finitely many linearly independent orbitals, no orthonormal set in the same span has a smaller bound than \(W\), though another set may tie with it.

Q: I know the least-squares version, which minimises the sum of the squared displacements of the orbitals. Is this the same statement?

A: No. That one uses the Frobenius norm, and the theorem here neither uses it nor yields it. The operator norm looks at the worst superposition instead of a sum over orbitals.

Q: Then derive it for me before you show any code.

A: First, \(W\) is unitary, because
\[
W^\dagger W=R^{-1}A^\dagger A R^{-1}=R^{-1}R^2R^{-1}=1
\]
and \(W\) is square. Next, diagonalise \(R\): \(RV=VD\), with \(V\) unitary and \(D=\mathrm{diag}(r_i)\), \(r_i>0\). Set \(P=WV\), which is also unitary. Then
\[
W=PV^\dagger,\qquad A=WR=PDV^\dagger .
\]
For any unitary \(U\), put \(Q=P^\dagger UV\). Multiplication by unitaries leaves the norm unchanged, so
\[
\|A-U\|=\|P(D-Q)V^\dagger\|=\|D-Q\|.
\]
The choice \(U=W\) gives \(Q=1\). What remains is to show \(\|D-1\|\le\|D-Q\|\) for every unitary \(Q\).

Look at column \(i\) of \(D-Q\). Column \(i\) of \(Q\) has length one, so
\[
\sum_k|D_{ki}-Q_{ki}|^2=r_i^2+1-2r_i\,\mathrm{Re}\,Q_{ii}.
\]
With \(r_i\) replaced by 1, the same formula gives \(2-2\,\mathrm{Re}\,Q_{ii}\ge0\), hence \(\mathrm{Re}\,Q_{ii}\le1\). Therefore
\[
r_i^2+1-2r_i\,\mathrm{Re}\,Q_{ii}=(r_i-1)^2+2r_i(1-\mathrm{Re}\,Q_{ii})\ge(r_i-1)^2 .
\]
A column is the image of a unit vector, so its length is at most the operator norm, and \(\|D-Q\|\ge|r_i-1|\) for every \(i\). The matrix \(D-1\) is diagonal, so its norm is the largest \(|r_i-1|\), or zero if there are no indices. This proves the inequality.

Q: That convinces me about matrices. How do I know that the formal version uses this norm and not some other one?

A: The norm is selected by the scope `Matrix.Norms.L2Operator`, which makes `‖M‖` the operator norm belonging to Euclidean length. The index type `n` is any finite set that labels the orbitals.

```lean
import Mathlib

open Matrix
open scoped ComplexOrder Matrix.Norms.L2Operator

namespace ClosestUnitaryOperatorNorm

variable {n : Type*} [Fintype n] [DecidableEq n]
```

Q: And what does "closest" mean there? I would not want uniqueness to be slipped in.

A: It isn't. The definition says that `W` is unitary and that no unitary `U` is at a smaller distance from `A`. Ties are allowed.

```lean
/-- `W` is a closest unitary matrix to `A`: it is unitary, and no unitary matrix has a smaller
distance to `A` in the Euclidean operator norm. -/
def IsClosestUnitary (A W : Matrix n n ℂ) : Prop :=
  W ∈ unitaryGroup n ℂ ∧ ∀ U ∈ unitaryGroup n ℂ, ‖A - W‖ ≤ ‖A - U‖
```

The diagonal matrix \(D\) has a name of its own in the code, `stretch`, which is not a textbook term. It takes real factors `r i` and regards them as complex numbers.

```lean
/-- The diagonal matrix that multiplies the `i`-th coordinate by the real factor `r i`. -/
abbrev stretch (r : n → ℝ) : Matrix n n ℂ := diagonal fun i => (r i : ℂ)
```

Q: Where does the column argument begin?

A: With the fact that a column is no longer than the operator norm. The proof applies `M` to the unit vector `Pi.single i 1`, identifies the result as column `i`, and squares the inequality.

```lean
/-- The squared length of a column of a matrix is at most its squared operator norm. -/
theorem column_le (M : Matrix n n ℂ) (i : n) : ∑ k, ‖M k i‖ ^ 2 ≤ ‖M‖ ^ 2 := by
  have h := Matrix.l2_opNorm_mulVec M (WithLp.toLp 2 (Pi.single i (1 : ℂ)))
  have h1 : ‖(WithLp.toLp 2 (Pi.single i (1 : ℂ)) : EuclideanSpace ℂ n)‖ = 1 := by
    rw [EuclideanSpace.norm_eq]
    simp [Pi.single_apply, apply_ite, ite_pow]
  have e : M *ᵥ (Pi.single i (1 : ℂ)) = fun k => M k i := by
    ext k
    simp
  rw [h1, mul_one] at h
  change ‖(WithLp.toLp 2 (M *ᵥ (Pi.single i (1 : ℂ))) : EuclideanSpace ℂ n)‖ ≤ ‖M‖ at h
  rw [e] at h
  have h2 := pow_le_pow_left₀ (norm_nonneg _) h 2
  rwa [EuclideanSpace.norm_sq_eq] at h2
```

The next lemma is the formula for the column distance. Inside it, `hu` reads off the diagonal entry \((i,i)\) of \(Q^\dagger Q=1\), which says that the column has length one. Then `h` writes each squared entry as \(|Q_{ki}|^2\) plus a correction that is present only for \(k=i\), and the sum gives the formula.

```lean
/-- The squared distance between the `i`-th columns of a stretch and of a unitary matrix `Q`
is `r i ^ 2 + 1 - 2 * r i * Re (Q i i)`. -/
theorem column_dist (r : n → ℝ) {Q : Matrix n n ℂ} (hQ : Q ∈ unitaryGroup n ℂ) (i : n) :
    ∑ k, ‖(stretch r - Q) k i‖ ^ 2 = r i ^ 2 + 1 - 2 * r i * (Q i i).re := by
  -- the columns of a unitary matrix have length one
  have hu : ∑ k, ‖Q k i‖ ^ 2 = 1 := by
    have h := congrFun (congrFun (mem_unitaryGroup_iff'.mp hQ) i) i
    rw [Matrix.mul_apply, Matrix.one_apply_eq] at h
    have h' := congrArg Complex.re h
    rw [Complex.re_sum, Complex.one_re] at h'
    rw [← h']
    refine Finset.sum_congr rfl fun k _ => ?_
    rw [Matrix.star_apply, Complex.sq_norm, Complex.normSq_apply]
    simp [Complex.mul_re]
  have h : ∀ k, ‖(stretch r - Q) k i‖ ^ 2
      = ‖Q k i‖ ^ 2 + if k = i then r i ^ 2 - 2 * r i * (Q i i).re else 0 := by
    intro k
    by_cases hk : k = i
    · subst hk
      rw [Complex.sq_norm, Complex.sq_norm, Complex.normSq_apply, Complex.normSq_apply]
      simp
      ring
    · simp [hk]
  rw [Finset.sum_congr rfl fun k _ => h k, Finset.sum_add_distrib, hu]
  simp only [Finset.sum_ite_eq', Finset.mem_univ, if_true]
  ring
```

Q: You needed \(\mathrm{Re}\,Q_{ii}\le1\). Is that assumed?

A: It is derived, in the way I did it above. `h2` is the column formula with all factors equal to 1, and `h3` says that a sum of squares is not negative. The call to `nlinarith` then adds the non-negative product \(r_i(1-\mathrm{Re}\,Q_{ii})\), and `abs_le_of_sq_le_sq` passes from squares to absolute values.

```lean
/-- A stretch with factor `r i ≥ 0` along axis `i` is at least `|r i - 1|` away from every
unitary matrix. -/
theorem stretch_bound (r : n → ℝ) {Q : Matrix n n ℂ} (hQ : Q ∈ unitaryGroup n ℂ) (i : n)
    (hr : 0 ≤ r i) : |r i - 1| ≤ ‖stretch r - Q‖ := by
  have h1 := column_le (stretch r - Q) i
  rw [column_dist r hQ i] at h1
  -- the same formula for the identity shows that `Re (Q i i) ≤ 1`
  have h2 : _ = (1 : ℝ) ^ 2 + 1 - 2 * 1 * (Q i i).re := column_dist (fun _ => 1) hQ i
  have h3 : 0 ≤ (1 : ℝ) ^ 2 + 1 - 2 * 1 * (Q i i).re := by
    rw [← h2]
    exact Finset.sum_nonneg fun k _ => sq_nonneg _
  have h4 : 0 ≤ 1 - (Q i i).re := by linarith
  exact abs_le_of_sq_le_sq (by nlinarith [mul_nonneg hr h4]) (norm_nonneg _)
```

Q: So far this concerns diagonal matrices. My orbitals don't come that way.

A: Two lemmas make the connection. The first is the change of frame, \(\|PDV^\dagger-U\|=\|D-P^\dagger UV\|\). In the code `star` is the conjugate transpose. The proof factors out `P` and `star V` and removes them by unitary invariance of the norm.

```lean
/-- For unitary `P` and `V`, the distance from `P D V*` to `U` equals the distance from `D`
to `P* U V`. -/
theorem dist_frame {P V : Matrix n n ℂ} (hP : P ∈ unitaryGroup n ℂ)
    (hV : V ∈ unitaryGroup n ℂ) (D U : Matrix n n ℂ) :
    ‖P * D * star V - U‖ = ‖D - star P * U * V‖ := by
  have hVs : star V ∈ unitaryGroup n ℂ := (star (⟨V, hV⟩ : unitaryGroup n ℂ)).2
  have h : P * (star P * U * V) * star V = U := by
    calc _ = (P * star P) * U * (V * star V) := by simp only [mul_assoc]
      _ = U := by rw [mem_unitaryGroup_iff.1 hP, mem_unitaryGroup_iff.1 hV, one_mul, mul_one]
  have h' : P * D * star V - U = P * (D - star P * U * V) * star V := by
    rw [mul_sub, sub_mul, h]
  rw [h', CStarRing.norm_mul_mem_unitary _ hVs, CStarRing.norm_mem_unitary_mul _ hP]
```

The second produces the frame from your data. It shows that `A * R⁻¹` is unitary, takes the eigenvectors of `R` as the columns of `V`, and chooses `A * R⁻¹ * V` for `P`. The factors on the diagonal are the eigenvalues of `R`, which are the singular values of \(A\).

```lean
/-- If `Aᴴ A = R ^ 2` with `R` positive definite, there are unitary `P` and `V` such that `A` is
`P D V*`, with the eigenvalues of `R` on the diagonal of `D`, and `A R⁻¹` is `P V*`. -/
theorem singular_frame {A R : Matrix n n ℂ} (hR : R.PosDef) (hA : Aᴴ * A = R ^ 2) :
    ∃ P ∈ unitaryGroup n ℂ, ∃ V ∈ unitaryGroup n ℂ,
      A = P * stretch hR.isHermitian.eigenvalues * star V ∧ A * R⁻¹ = P * star V := by
  have hdet : IsUnit R.det := (Matrix.isUnit_iff_isUnit_det R).1 hR.isUnit
  have hW : A * R⁻¹ ∈ unitaryGroup n ℂ := by
    rw [mem_unitaryGroup_iff', star_eq_conjTranspose, conjTranspose_mul,
      conjTranspose_nonsing_inv, hR.isHermitian.eq]
    calc R⁻¹ * Aᴴ * (A * R⁻¹) = R⁻¹ * (Aᴴ * A) * R⁻¹ := by simp only [mul_assoc]
      _ = (R⁻¹ * R) * (R * R⁻¹) := by rw [hA, pow_two]; simp only [mul_assoc]
      _ = 1 := by rw [nonsing_inv_mul _ hdet, mul_nonsing_inv _ hdet, one_mul]
  -- the eigenvectors of `R` are the columns of `V`
  obtain ⟨V, hV, hRV⟩ : ∃ V ∈ unitaryGroup n ℂ,
      R * V = V * stretch hR.isHermitian.eigenvalues := by
    refine ⟨hR.isHermitian.eigenvectorUnitary, hR.isHermitian.eigenvectorUnitary.2, ?_⟩
    ext i j
    have h : (R * (hR.isHermitian.eigenvectorUnitary : Matrix n n ℂ)) i j
        = hR.isHermitian.eigenvalues j •
          (hR.isHermitian.eigenvectorUnitary : Matrix n n ℂ) i j :=
      congrFun (hR.isHermitian.mulVec_eigenvectorBasis j) i
    rw [h, Matrix.mul_diagonal, Complex.real_smul, mul_comm]
  have hVV := mem_unitaryGroup_iff.1 hV
  refine ⟨A * R⁻¹ * V, mul_mem hW hV, V, hV, ?_, ?_⟩
  · rw [mul_assoc (A * R⁻¹) V, ← hRV, mul_assoc, mul_assoc R, hVV, mul_one, mul_assoc,
      nonsing_inv_mul _ hdet, mul_one]
  · rw [mul_assoc (A * R⁻¹), hVV, mul_one]
```

Q: What exactly is assumed about \(A\) and \(R\)? I see no hypothesis that \(A\) is invertible.

A: There are two hypotheses. `hR : R.PosDef` says that \(R\) is Hermitian with positive eigenvalues, and `hA : Aᴴ * A = R ^ 2` says that its square is the overlap matrix. Together they make \(A^\dagger A\) invertible, and hence the square matrix \(A\) too. Physically, they say that the orbitals are linearly independent and that \(R\) is the positive square root of their overlap matrix. The theorem takes the root as given and does not construct it; in a calculation it can be obtained by diagonalising \(S\). The orbitals need not be normalised.

The main theorem then reads: under these two hypotheses, `A * R⁻¹` is a closest unitary matrix to `A`. Its proof moves both distances into the frame, where `h1` shows that \(U=W\) corresponds to \(Q=1\). `l2_opNorm_diagonal` turns the norm of \(D-1\) into the largest absolute value of its entries, and `stretch_bound` handles each entry.

```lean
/-- If `Aᴴ A = R ^ 2` with `R` positive definite, the symmetrically orthogonalised matrix
`A R⁻¹` is a closest unitary matrix to `A` in the Euclidean operator norm. -/
theorem symmetric_orthogonalisation_closest {A R : Matrix n n ℂ} (hR : R.PosDef)
    (hA : Aᴴ * A = R ^ 2) : IsClosestUnitary A (A * R⁻¹) := by
  obtain ⟨P, hP, V, hV, hAP, hW⟩ := singular_frame hR hA
  have hVs := (star (⟨V, hV⟩ : unitaryGroup n ℂ)).2
  have hPs := (star (⟨P, hP⟩ : unitaryGroup n ℂ)).2
  rw [hW]
  refine ⟨mul_mem hP hVs, fun U hU => ?_⟩
  have hQ : star P * U * V ∈ unitaryGroup n ℂ := mul_mem (mul_mem hPs hU) hV
  have h1 : star P * (P * star V) * V = 1 := by
    calc _ = (star P * P) * (star V * V) := by simp only [mul_assoc]
      _ = 1 := by rw [mem_unitaryGroup_iff'.1 hP, mem_unitaryGroup_iff'.1 hV, one_mul]
  rw [hAP, dist_frame hP hV, dist_frame hP hV, h1]
  -- the distance of the stretch from the identity is its largest `|r i - 1|`
  rw [← diagonal_one, diagonal_sub, l2_opNorm_diagonal]
  refine (pi_norm_le_iff_of_nonneg (norm_nonneg _)).2 fun i => ?_
  rw [← Complex.ofReal_one, ← Complex.ofReal_sub, Complex.norm_real, Real.norm_eq_abs]
  exact stretch_bound _ hQ i (hR.eigenvalues_pos i).le
```

Q: My orbitals are functions in an infinite-dimensional space, and your matrix is square. What is lost?

A: The step from functions to a square matrix is one you have to make yourself. You choose an orthonormal basis of the span and expand the orbitals in it. The unitary matrices \(U\) then describe the orthonormal bases of that same span. An orthonormal set that reaches outside the span is not among the competitors in the theorem.

Q: Can I get the minimum distance from the overlap matrix alone?

A: Yes. Since \(A-W=W(R-1)\) and \(W\) is unitary, \(\|A-W\|=\|R-1\|\), and \(R\) depends only on \(S\). The proof is this factorisation followed by unitary invariance.

```lean
/-- If `Aᴴ A = R ^ 2` with `R` positive definite, the distance from `A` to `A R⁻¹` equals the
distance from `R` to the identity. -/
theorem minimum_distance {A R : Matrix n n ℂ} (hR : R.PosDef) (hA : Aᴴ * A = R ^ 2) :
    ‖A - A * R⁻¹‖ = ‖R - 1‖ := by
  have hdet : IsUnit R.det := (Matrix.isUnit_iff_isUnit_det R).1 hR.isUnit
  have h : A - A * R⁻¹ = A * R⁻¹ * (R - 1) := by
    rw [mul_sub, mul_one, mul_assoc, nonsing_inv_mul _ hdet, mul_one]
  rw [h, CStarRing.norm_mem_unitary_mul _ (symmetric_orthogonalisation_closest hR hA).1]
```

Q: You keep saying "a closest". Show me a tie.

A: Take \(A=\mathrm{diag}(3,1)\), with indices 0 and 1 as in Lean. It is positive definite and \(A^\dagger A=A^2\), so \(R=A\) and the symmetric choice is \(W=1\). Now compare it with \(\mathrm{diag}(1,-1)\):
\[
A-1=\mathrm{diag}(2,0),\qquad A-\mathrm{diag}(1,-1)=\mathrm{diag}(2,2).
\]
Both differences have norm 2. No unitary matrix comes nearer, because the factor 3 on axis 0 keeps every one of them at distance at least \(|3-1|=2\). The norm records only the worst direction, so the extra displacement along axis 1 costs nothing.

Q: But flipping the sign of an orbital gives the same physical orbital. Is that a real difference?

A: For a single orbital it is not. For a superposition with fixed coefficients it is, since \(c_0\phi_0+c_1\phi_1\) and \(c_0\phi_0-c_1\phi_1\) are different states when both coefficients are non-zero, and the norm compares such superpositions. Note also that the columns of this \(A\) are already orthogonal and have lengths 3 and 1. The example refutes uniqueness for general invertible matrices; it does not settle the matter for normalised orbitals.

In the Lean statement, `![3, 1]` lists the two factors. The first two clauses confirm the hypotheses of the main theorem with \(R=A\), the next two say that both matrices are closest, and the last two give the distances. The proof obtains the lower bound `hlow` from `stretch_bound` at index 0, and the upper bounds `h1` and `h2` from the diagonal entries.

```lean
/-- The matrix `A = diag(3, 1)` is positive definite with `Aᴴ A = A ^ 2`, and both the identity
and `diag(1, -1)` are closest unitary matrices to it, at distance `2`. -/
theorem diag_three_one_witness :
    (stretch ![3, 1]).PosDef ∧ (stretch ![3, 1])ᴴ * stretch ![3, 1] = stretch ![3, 1] ^ 2 ∧
    IsClosestUnitary (stretch ![3, 1]) 1 ∧
    IsClosestUnitary (stretch ![3, 1]) (diagonal ![1, -1]) ∧
    ‖stretch ![3, 1] - 1‖ = 2 ∧ ‖stretch ![3, 1] - diagonal ![1, -1]‖ = 2 := by
  have hpd : (stretch ![3, 1]).PosDef :=
    Matrix.PosDef.diagonal (by intro i; fin_cases i <;> simp)
  -- the axis stretched by `3` keeps every unitary matrix at distance `2` or more
  have hlow : ∀ U ∈ unitaryGroup (Fin 2) ℂ, 2 ≤ ‖stretch ![3, 1] - U‖ := by
    intro U hU
    have h := stretch_bound ![3, 1] hU 0 (by simp)
    norm_num at h
    exact h
  have hF : diagonal ![1, -1] ∈ unitaryGroup (Fin 2) ℂ := by
    rw [mem_unitaryGroup_iff]
    ext i j
    fin_cases i <;> fin_cases j <;> simp [Matrix.mul_apply, Fin.sum_univ_succ]
  have h1 : ‖stretch ![3, 1] - 1‖ ≤ 2 := by
    rw [← diagonal_one, diagonal_sub, l2_opNorm_diagonal]
    refine (pi_norm_le_iff_of_nonneg zero_le_two).2 fun i => ?_
    fin_cases i <;> norm_num
  have h2 : ‖stretch ![3, 1] - diagonal ![1, -1]‖ ≤ 2 := by
    rw [diagonal_sub, l2_opNorm_diagonal]
    refine (pi_norm_le_iff_of_nonneg zero_le_two).2 fun i => ?_
    fin_cases i <;> norm_num
  exact ⟨hpd, by rw [hpd.isHermitian.eq, pow_two],
    ⟨one_mem _, fun U hU => h1.trans (hlow U hU)⟩, ⟨hF, fun U hU => h2.trans (hlow U hU)⟩,
    le_antisymm h1 (hlow _ (one_mem _)), le_antisymm h2 (hlow _ hF)⟩

end ClosestUnitaryOperatorNorm
```

```lean
#print axioms ClosestUnitaryOperatorNorm.symmetric_orthogonalisation_closest
#print axioms ClosestUnitaryOperatorNorm.minimum_distance
```

```
'ClosestUnitaryOperatorNorm.symmetric_orthogonalisation_closest' depends on axioms: [propext, Classical.choice, Quot.sound]
'ClosestUnitaryOperatorNorm.minimum_distance' depends on axioms: [propext, Classical.choice, Quot.sound]
```
